# The Bethe-Salpeter equation as the first derivative of the Dyson equation

Let G(U) be the one-particle propagator of an interacting system in an external potential U. When U changes by a small X, G changes directly, and again because the self-energy depends on G. The problem is to find the total first-order change, L(X).

The symbols are:

- h is the inverse free propagator G0⁻¹, not the Hamiltonian.
- S is the self-energy functional, usually written Σ, with any Hartree part included.
- L is the derivative of G with respect to U, and Ξ is the derivative of S with respect to G. Textbook definitions of L often carry an extra sign or a factor of i.

Wherever G and S are differentiable, the result is

    L = L0 + L0 Ξ L,   L0(X) = G X G.

This is the equation behind excitonic optical spectra, derived here for potentials and propagators in a normed algebra `A`, such as the n by n matrices. The potential may be non-local, that is, a full matrix. The scalars `𝕜` are ℝ or ℂ in physical use.

```lean
import Mathlib

open Filter Topology

namespace FourPointBetheSalpeter

noncomputable section

section General

variable {𝕜 A : Type*} [NontriviallyNormedField 𝕜] [NormedRing A] [NormedAlgebra 𝕜 A]
```

## The Dyson equation and the independent pair

The right-hand side of the Dyson equation is

    F(U) = h − U − S(G(U)).

In Lean, F is `dysonInverse h S G`.

```lean
/-- The right-hand side `h - U - S(G(U))` of the Dyson equation, with `h` the inverse free
propagator, `U` the external potential and `S` the self-energy functional. -/
def dysonInverse (h : A) (S G : A → A) (U : A) : A := h - U - S (G U)
```

The Dyson equation says that F(U) is the inverse of G(U). In a non-commutative algebra this means two equations:

    G(U) F(U) = 1,   F(U) G(U) = 1.

```lean
/-- The Dyson equation at the potential `U`: the propagator `G(U)` is invertible, with inverse
`h - U - S(G(U))`. -/
def SolvesDyson (h : A) (S G : A → A) (U : A) : Prop :=
  G U * dysonInverse h S G U = 1 ∧ dysonInverse h S G U * G U = 1
```

If the self-energy were frozen, a small change X of the potential would change G, to first order, by G X G: one propagator on each side of the perturbation. This map is L0. The type `A →L[𝕜] A` is that of continuous linear maps.

```lean
variable (𝕜) in
/-- The independent-pair propagator `L0`, the linear map `X ↦ g X g`. -/
def freePair (g : A) : A →L[𝕜] A := ContinuousLinearMap.mulLeftRight 𝕜 A g g
```

The next lemma confirms that the library map used in the definition has this form.

```lean
variable (𝕜) in
/-- The independent-pair propagator puts one propagator on each side of its argument. -/
theorem freePair_apply (g X : A) : freePair 𝕜 g X = g * X * g := by
  simp [freePair]
```

## Differentiating the inverse propagator

There are three hypotheses. `hD` says that the Dyson equation holds for every U in some neighbourhood of U₀. `hG` and `hS` say that G has the Fréchet derivative L at U₀, and S the Fréchet derivative Ξ at G(U₀). The differentiability of G is assumed, not derived; physically, it says that the system responds smoothly to a weak potential.

From here on, G and F without an argument are taken at U₀. The chain rule gives the change of F:

    DF(X) = −X − Ξ(L(X)).

Since G(U) F(U) = 1 near U₀, the product has zero derivative:

    L(X) F + G (−X − Ξ(L(X))) = 0.

Multiplying by F from the left and using F G = 1 gives

    F L(X) F = X + Ξ(L(X)).

The right-hand side is the bare perturbation plus the self-energy that it induces. In the proof, `hF` is the chain rule, `hP` the product rule and `hC` the zero derivative of the constant. Uniqueness of the derivative turns these into `e`, and the final calculation is the multiplication by F.

```lean
variable {h U₀ : A} {S G : A → A} {L Ξ : A →L[𝕜] A}
variable (hD : ∀ᶠ U in 𝓝 U₀, SolvesDyson h S G U)
  (hG : HasFDerivAt G L U₀) (hS : HasFDerivAt S Ξ (G U₀))

include hD hG hS

/-- If the Dyson equation holds near `U₀` and `G`, `S` have derivatives `L`, `Ξ` at `U₀`, `G(U₀)`,
then `G⁻¹ L(X) G⁻¹ = X + Ξ(L(X))`: the bare perturbation plus the induced self-energy. -/
theorem vertex_equation (X : A) :
    dysonInverse h S G U₀ * L X * dysonInverse h S G U₀ = X + Ξ (L X) := by
  -- chain rule for the inverse propagator
  have hF : HasFDerivAt (dysonInverse h S G)
      (-(ContinuousLinearMap.id 𝕜 A) - Ξ.comp L) U₀ := by
    have h1 := (hasFDerivAt_id (𝕜 := 𝕜) U₀).const_sub h
    have h2 := hS.comp U₀ hG
    have h3 := h1.sub h2
    exact h3
  -- the product of the propagator and its inverse is constant
  have hP := (ContinuousLinearMap.mul 𝕜 A).hasFDerivAt_of_bilinear hG hF
  have hC := (hasFDerivAt_const (𝕜 := 𝕜) (1 : A) U₀).congr_of_eventuallyEq
    (hD.mono fun U hU => hU.1)
  have e : G U₀ * (-X - Ξ (L X)) + L X * dysonInverse h S G U₀ = 0 := by
    rw [mul_sub, mul_neg]
    simpa using DFunLike.congr_fun (hP.unique hC) X
  have h2 := hD.self_of_nhds.2
  calc dysonInverse h S G U₀ * L X * dysonInverse h S G U₀
      = dysonInverse h S G U₀ * (G U₀ * (-X - Ξ (L X)) + L X * dysonInverse h S G U₀)
        - (dysonInverse h S G U₀ * G U₀) * (-X - Ξ (L X)) := by noncomm_ring
    _ = X + Ξ (L X) := by rw [e, h2, mul_zero, one_mul]; abel
```

## The Bethe-Salpeter equation

Now put G on both sides. Because G F = F G = 1,

    L(X) = G F L(X) F G
         = G (X + Ξ(L(X))) G
         = G X G + G Ξ(L(X)) G.

This holds for every X, so it is an equation between linear maps. The `calc` block has the same lines, and `.comp` is composition, so `(freePair 𝕜 (G U₀)).comp (Ξ.comp L)` is L0 Ξ L.

```lean
/-- Bethe-Salpeter equation: if the Dyson equation holds near `U₀` and `G`, `S` have derivatives
`L`, `Ξ` at `U₀`, `G(U₀)`, then `L = L0 + L0 Ξ L` with `L0(X) = G X G`. -/
theorem bethe_salpeter :
    L = freePair 𝕜 (G U₀) + (freePair 𝕜 (G U₀)).comp (Ξ.comp L) := by
  refine ContinuousLinearMap.ext fun X => ?_
  change L X = freePair 𝕜 (G U₀) X + freePair 𝕜 (G U₀) (Ξ (L X))
  rw [freePair_apply, freePair_apply]
  obtain ⟨h1, h2⟩ := hD.self_of_nhds
  calc L X = (G U₀ * dysonInverse h S G U₀) * L X * (dysonInverse h S G U₀ * G U₀) := by
        rw [h1, h2, one_mul, mul_one]
    _ = G U₀ * (dysonInverse h S G U₀ * L X * dysonInverse h S G U₀) * G U₀ := by
        simp only [mul_assoc]
    _ = G U₀ * (X + Ξ (L X)) * G U₀ := by rw [vertex_equation hD hG hS X]
    _ = G U₀ * X * G U₀ + G U₀ * Ξ (L X) * G U₀ := by rw [mul_add, add_mul]
```

## Uniqueness of the response

The equation for F L(X) F also recovers the perturbation from the response:

    X = F L(X) F − Ξ(L(X)).

Two perturbations with the same response are therefore equal.

```lean
/-- Under the same hypotheses, different perturbations of the potential give different
first-order changes of the propagator. -/
theorem response_injective : Function.Injective L := by
  have inv : ∀ X, dysonInverse h S G U₀ * L X * dysonInverse h S G U₀ - Ξ (L X) = X :=
    fun X => by rw [vertex_equation hD hG hS X, add_sub_cancel_right]
  intro X Y hXY
  exact (inv X).symm.trans (by rw [hXY]; exact inv Y)
```

In finite dimension an injective linear map of a space to itself is onto. Suppose that Y solves the homogeneous equation Y = G Ξ(Y) G. Multiplying by F on both sides gives

    F Y F = Ξ(Y).

Since L is onto, Y = L(X) for some X, and the previous step gives

    F Y F = X + Ξ(Y).

Comparing the two, X = 0, and hence Y = 0. A non-zero solution would be a change of the propagator that sustains itself without any external perturbation; the smooth response assumed in `hG` excludes it.

```lean
/-- In finite dimension, under the same hypotheses, the homogeneous Bethe-Salpeter equation
`Y = L0 Ξ Y` has only the solution `Y = 0`. -/
theorem no_zero_mode [FiniteDimensional 𝕜 A] {Y : A}
    (hY : Y = freePair 𝕜 (G U₀) (Ξ Y)) : Y = 0 := by
  -- an injective response is onto, so `Y` is the response to some `X`
  have hinj : Function.Injective (L : A →ₗ[𝕜] A) := response_injective hD hG hS
  obtain ⟨X, hX⟩ : ∃ X, L X = Y := LinearMap.injective_iff_surjective.mp hinj Y
  obtain ⟨h1, h2⟩ := hD.self_of_nhds
  rw [freePair_apply] at hY
  have h3 : dysonInverse h S G U₀ * Y * dysonInverse h S G U₀ = Ξ Y :=
    calc dysonInverse h S G U₀ * Y * dysonInverse h S G U₀
        = dysonInverse h S G U₀ * (G U₀ * Ξ Y * G U₀) * dysonInverse h S G U₀ := by rw [← hY]
      _ = (dysonInverse h S G U₀ * G U₀) * Ξ Y * (G U₀ * dysonInverse h S G U₀) := by
          simp only [mul_assoc]
      _ = Ξ Y := by rw [h1, h2, one_mul, mul_one]
  have k := vertex_equation hD hG hS X
  rw [hX, h3] at k
  have hX0 : X = 0 := by simpa using k
  rw [← hX, hX0, map_zero]
```

If T is any solution of the Bethe-Salpeter equation, subtracting the equation for L gives

    T(X) − L(X) = L0 Ξ (T(X) − L(X)),

so the difference vanishes. Solving the linear equation therefore yields the derivative of the propagator and nothing else.

```lean
/-- In finite dimension, under the same hypotheses, every solution `T` of the Bethe-Salpeter
equation is the derivative `L` of the propagator. -/
theorem bethe_salpeter_unique [FiniteDimensional 𝕜 A] {T : A →L[𝕜] A}
    (hT : T = freePair 𝕜 (G U₀) + (freePair 𝕜 (G U₀)).comp (Ξ.comp T)) : T = L := by
  refine ContinuousLinearMap.ext fun X => sub_eq_zero.mp (no_zero_mode hD hG hS ?_)
  have a : T X = freePair 𝕜 (G U₀) X + freePair 𝕜 (G U₀) (Ξ (T X)) :=
    DFunLike.congr_fun hT X
  have b : L X = freePair 𝕜 (G U₀) X + freePair 𝕜 (G U₀) (Ξ (L X)) :=
    DFunLike.congr_fun (bethe_salpeter hD hG hS) X
  rw [map_sub, map_sub, eq_sub_of_add_eq' a.symm, eq_sub_of_add_eq' b.symm]
  abel

end General
```

## Four indices

For complex matrices, let E_kl be the matrix with a single 1 in row k and column l. The components of a linear map T are

    T(ij;kl) = [T(E_kl)]_ij.

Thus L(ij;kl) is the derivative of G_ij with respect to U_kl. Textbooks often order the four indices differently. The derivative is complex-linear here, and in finite dimension it doesn't depend on the norm chosen.

```lean
section Components

open scoped Matrix.Norms.Operator

variable {n : Type*} [Fintype n] [DecidableEq n]

/-- The four-point component `T(ij;kl)`: entry `ij` of the image of the matrix unit `kl`. -/
def fourPoint (T : Matrix n n ℂ →L[ℂ] Matrix n n ℂ) (i j k l : n) : ℂ :=
  T (Matrix.single k l 1) i j
```

Writing Y = Σ_cd Y_cd E_cd and using linearity,

    [T(Y)]_ab = Σ_cd T(ab;cd) Y_cd.

```lean
/-- A linear map on matrices acts by contracting its four-point components with the matrix. -/
theorem apply_eq_sum_fourPoint (T : Matrix n n ℂ →L[ℂ] Matrix n n ℂ) (Y : Matrix n n ℂ)
    (a b : n) : T Y a b = ∑ c, ∑ d, fourPoint T a b c d * Y c d := by
  conv_lhs => rw [Matrix.matrix_eq_sum_single Y]
  simp only [map_sum, Matrix.sum_apply]
  refine Finset.sum_congr rfl fun c _ => Finset.sum_congr rfl fun d _ => ?_
  have e : Matrix.single c d (Y c d) = Y c d • Matrix.single c d (1 : ℂ) := by
    simp [Matrix.smul_single]
  rw [e, map_smul, Matrix.smul_apply, smul_eq_mul, mul_comm, fourPoint]
```

Apply the Bethe-Salpeter equation to E_kl and take the entry ij. The first term is

    (G E_kl G)_ij = G_ik G_lj,

and expanding the second gives

    L(ij;kl) = G_ik G_lj + Σ_ab G_ia G_bj Σ_cd Ξ(ab;cd) L(cd;kl).

In the proof, `sandwich` expands a product G Z G, `unit` evaluates it on a matrix unit, and the preceding lemma expands Ξ.

```lean
/-- The Bethe-Salpeter equation with its four indices, for complex matrices: the Dyson equation
holds near `U₀`, and `L`, `Ξ` are the derivatives of `G` at `U₀` and of `S` at `G(U₀)`. -/
theorem bethe_salpeter_components {h U₀ : Matrix n n ℂ} {S G : Matrix n n ℂ → Matrix n n ℂ}
    {L Ξ : Matrix n n ℂ →L[ℂ] Matrix n n ℂ}
    (hD : ∀ᶠ U in 𝓝 U₀, SolvesDyson h S G U)
    (hG : HasFDerivAt G L U₀) (hS : HasFDerivAt S Ξ (G U₀)) (i j k l : n) :
    fourPoint L i j k l = G U₀ i k * G U₀ l j +
      ∑ a, ∑ b, G U₀ i a * G U₀ b j *
        ∑ c, ∑ d, fourPoint Ξ a b c d * fourPoint L c d k l := by
  have sandwich : ∀ Z : Matrix n n ℂ,
      (G U₀ * Z * G U₀) i j = ∑ a, ∑ b, G U₀ i a * G U₀ b j * Z a b := by
    intro Z
    simp only [Matrix.mul_apply, Finset.sum_mul]
    rw [Finset.sum_comm]
    refine Finset.sum_congr rfl fun a _ => Finset.sum_congr rfl fun b _ => ?_
    ring
  -- on a matrix unit only one term of the double sum survives
  have unit : (G U₀ * Matrix.single k l (1 : ℂ) * G U₀ : Matrix n n ℂ) i j
      = G U₀ i k * G U₀ l j := by
    rw [sandwich]
    refine (Finset.sum_eq_single k ?_ ?_).trans ((Finset.sum_eq_single l ?_ ?_).trans ?_)
    · intro a _ ha
      simp [ha.symm]
    · simp
    · intro b _ hb
      simp [hb.symm]
    · simp
    · simp
  have e : L (Matrix.single k l 1) = freePair ℂ (G U₀) (Matrix.single k l 1)
      + freePair ℂ (G U₀) (Ξ (L (Matrix.single k l 1))) :=
    DFunLike.congr_fun (bethe_salpeter hD hG hS) (Matrix.single k l 1)
  rw [freePair_apply, freePair_apply] at e
  refine (congrArg (fun M : Matrix n n ℂ => M i j) e).trans ?_
  change (G U₀ * Matrix.single k l (1 : ℂ) * G U₀ : Matrix n n ℂ) i j
    + (G U₀ * Ξ (L (Matrix.single k l (1 : ℂ))) * G U₀ : Matrix n n ℂ) i j = _
  rw [unit, sandwich]
  congr 1
  refine Finset.sum_congr rfl fun a _ => Finset.sum_congr rfl fun b _ => ?_
  rw [apply_eq_sum_fourPoint Ξ]
  rfl

end Components
```

For n by n matrices, the pairs ij and kl can be read as single indices. L0, Ξ and L are then n² by n² matrices, and L follows from the linear system

    (1 − L0 Ξ) L = L0.

For a time-dependent response, such as optical absorption, each matrix index stands for an orbital together with a discretised time. If Ξ is approximated as instantaneous, the equation reduces to one for orbital pairs at each frequency of the light, in which L0 is a frequency integral over a product of two propagators, not their product at a single frequency. In practice the pair space is usually cut down to occupied-empty transitions. With a GW self-energy, Ξ contains the bare Coulomb interaction, from the Hartree part, and the screened interaction W, from the GW part; the change of W with G is commonly neglected. The solution is then an approximation to the derivative, because Ξ is no longer the full derivative of S.

## One level, solved explicitly

A scalar example satisfies all the hypotheses. Take S(g) = g and h = 5/2. This describes the end site of a semi-infinite chain with unit hopping, at an energy 5/2 above the site level and so outside the band from −2 to 2; U shifts all sites together. The self-energy here comes from the hopping to the rest of the chain, not from an interaction between electrons. The Dyson equation becomes

    G² − (5/2 − U) G + 1 = 0,

and, for U ≤ 1/2, the branch that is small far from the band is

    G(U) = [(5/2 − U) − √((5/2 − U)² − 4)] / 2.

```lean
/-- The propagator of one level with inverse free propagator `5/2` and self-energy `S(g) = g`,
for potentials `U ≤ 1/2`. -/
def levelG (U : ℝ) : ℝ := ((5 / 2 - U) - √((5 / 2 - U) ^ 2 - 4)) / 2
```

At U = 0 the square root is 3/2, so G = 1/2. Differentiating,

    L = (−1 + (5/2)/(3/2)) / 2 = 1/3.

With Ξ = 1 and L0 = G² = 1/4, the Bethe-Salpeter equation reads 1/3 = 1/4 + 1/4 · 1/3. The proof checks the Dyson equation for U < 1/2, where the square root is real, and then differentiates the formula. At U = 1/2 one finds G = 1 and L0 Ξ = 1: the homogeneous equation acquires a non-zero solution just where the slope of G diverges.

```lean
/-- The one-level propagator `levelG` with self-energy `S(g) = g` solves the Dyson equation near
`U = 0`, and the derivatives there are `L = 1/3` and `Ξ = 1`. -/
theorem bethe_salpeter_witness :
    (∀ᶠ U in 𝓝 (0 : ℝ), SolvesDyson (5 / 2) (fun g => g) levelG U) ∧
    HasFDerivAt levelG ((1 / 3 : ℝ) • ContinuousLinearMap.id ℝ ℝ) 0 ∧
    HasFDerivAt (fun g : ℝ => g) (ContinuousLinearMap.id ℝ ℝ) (levelG 0) := by
  refine ⟨?_, ?_, hasFDerivAt_id _⟩
  · filter_upwards [Iio_mem_nhds (show (0 : ℝ) < 1 / 2 by norm_num)] with U hU
    have hU' : U < 1 / 2 := hU
    have hs : √((5 / 2 - U) ^ 2 - 4) ^ 2 = (5 / 2 - U) ^ 2 - 4 :=
      Real.sq_sqrt (by nlinarith)
    simp only [SolvesDyson, dysonInverse, levelG]
    constructor <;> linear_combination (-1 / 4) * hs
  · have h1 : HasDerivAt (fun U : ℝ => 5 / 2 - U) (-1) 0 :=
      (hasDerivAt_id' (0 : ℝ)).const_sub (5 / 2)
    have h2 : HasDerivAt (fun U : ℝ => (5 / 2 - U) ^ 2 - 4) (-5) 0 :=
      ((h1.fun_pow 2).sub_const 4).congr_deriv (by norm_num)
    have hs : √((5 / 2 - (0 : ℝ)) ^ 2 - 4) = 3 / 2 := by
      rw [show ((5 / 2 - (0 : ℝ)) ^ 2 - 4) = (3 / 2) ^ 2 by norm_num]
      exact Real.sqrt_sq (by norm_num)
    have h3 := h2.sqrt (by norm_num)
    have h4 : HasDerivAt levelG (1 / 3) 0 :=
      ((h1.fun_sub h3).div_const 2).congr_deriv (by rw [hs]; norm_num)
    exact h4.hasFDerivAt.congr_fderiv (by ext; simp)

end

end FourPointBetheSalpeter
```

```lean
#print axioms FourPointBetheSalpeter.bethe_salpeter_unique
#print axioms FourPointBetheSalpeter.bethe_salpeter_components
```

```
'FourPointBetheSalpeter.bethe_salpeter_unique' depends on axioms: [propext, Classical.choice, Quot.sound]
'FourPointBetheSalpeter.bethe_salpeter_components' depends on axioms: [propext, Classical.choice, Quot.sound]
```

## Assuming less about the propagator

The model could also start from a single solution G of the Dyson equation at U₀, with S continuously differentiable near it and 1 − L0 Ξ invertible. For real or complex matrices, the implicit function theorem would then supply a differentiable G(U) near U₀. Smooth response would become a conclusion, while the absence of homogeneous solutions, derived above, would become an assumption.

In either version, the step to a real material is the passage from a finite basis to continuous space and time. There h contains derivatives and is an unbounded operator, so it is not an element of a normed algebra of the kind used here.
